# At Zero Temperature a Nested Linear Band Distorts at Any Harmonic Stiffness

Suppose that the electronic energy gained in a lattice distortion is quadratic for small amplitudes, with a finite coefficient. A sufficiently stiff lattice would then stay undistorted. For non-interacting electrons in a perfectly nested, linear one-dimensional band at zero temperature, with static ions, this conclusion is wrong. Let $x$ be the distance in energy from the Fermi level, $d$ half the band width and $V$ the matrix element of the distortion. With unit density of states, second-order perturbation theory gives the energy change the coefficient $-\int_0^d dx/(2x)$ of $V^2$, which diverges at the Fermi level. The true gain is of order $V^2|\ln V|$, which exceeds any given harmonic cost once $V\neq0$ is small enough.

## The logarithm, the instability and the minimum

Two plane waves joined by the nesting vector have energies $x$ and $-x$ about the Fermi level, and the distortion couples them with a real matrix element $V$. The secular equation

$$(x-E)(-x-E)-V^2=E^2-x^2-V^2=0$$

gives $E=\pm\sqrt{x^2+V^2}$. Only the lower level is filled. With unit density of states and a band reaching from $-d$ to $d$, where $d>0$, the electronic energy changes by

$$B(V)=\int_0^d\left(x-\sqrt{x^2+V^2}\right)dx .$$

Take $V>0$ and write $s=\sqrt{x^2+V^2}$. Then $s'=x/s$, and $\ln(x+s)$ has derivative $(1+x/s)/(x+s)=1/s$. Therefore

$$\frac{d}{dx}\,\frac{x^2-xs-V^2\ln(x+s)}{2}=\frac{1}{2}\left(2x-s-\frac{x^2+V^2}{s}\right)=x-s .$$

Put $S=\sqrt{d^2+V^2}$. Inserting the limits and using $d(S-d)=V^2d/(d+S)$,

$$B(V)=-\frac{V^2}{2}\left(\ln\frac{d+S}{V}+\frac{d}{d+S}\right).$$

Division by $V^2\ln V$ gives

$$\frac{B(V)}{V^2\ln V}=\frac12-\frac{1}{2\ln V}\left(\ln(d+S)+\frac{d}{d+S}\right)\to\frac12\qquad(V\to0^+),$$

because the bracket stays bounded.

Now add an elastic cost $cV^2$. If $0<V\le 2d\,e^{-2c}$, then $(d+S)/V\ge 2d/V\ge e^{2c}$, so the logarithm is at least $2c$ and

$$B(V)+cV^2\le-\frac{V^2}{2}\,\frac{d}{d+S}<0 .$$

The undistorted lattice has energy $B(0)=0$, so it is unstable.

For $c>0$, let $W=d/\sinh(2c)$. Then $\sqrt{d^2+W^2}=W\cosh(2c)$ and $d+\sqrt{d^2+W^2}=We^{2c}$, which yields the gap equation

$$\int_0^d\frac{dx}{\sqrt{x^2+W^2}}=\ln\frac{d+\sqrt{d^2+W^2}}{W}=2c .$$

For $a=\sqrt{x^2+W^2}$ and $b=\sqrt{x^2+V^2}$ with any real $V$,

$$a-b+\frac{b^2-a^2}{2a}=\frac{(b-a)^2}{2a}\ge0 .$$

Since $b^2-a^2=V^2-W^2$, integration gives $B(V)\ge B(W)-c(V^2-W^2)$, so $W$ minimises the total energy. Its value there is

$$B(W)+cW^2=-\frac{W^2}{2}\,\frac{d}{We^{2c}}=-\frac{d^2}{2\sinh(2c)\,e^{2c}}=-\frac{d^2}{e^{4c}-1}.$$

In this non-interacting linear-band model, a Brillouin-zone sum over finitely many points with $x>0$ has a finite quadratic coefficient, so it misses the distortion when $c$ is large enough.

## The model in Lean

```lean
import Mathlib

open Filter Topology Set

namespace NestedMetal

noncomputable section
```

The matrix is written in the basis of the two plane waves.

```lean
/-- Hamiltonian of two plane waves with energies `x` and `-x` about the Fermi level,
coupled by a lattice distortion with matrix element `V`. -/
def pairHamiltonian (x V : ℝ) : Matrix (Fin 2) (Fin 2) ℝ := !![x, V; V, -x]
```

`bandEnergy d V` is $B(V)$. The definition fixes a linear, perfectly nested band at zero temperature, with static ions and no electron–electron interaction.

```lean
/-- Change of the electronic energy when the filled levels `-x`, with `x` from `0` to `d` and
unit density of states, move to `-√(x² + V²)`. -/
def bandEnergy (d V : ℝ) : ℝ := ∫ x in (0 : ℝ)..d, (x - √(x ^ 2 + V ^ 2))
```

The constant $c$ stands for the harmonic stiffness that the lattice has without the response of this band, expressed through $V$: if a displacement $u$ costs $Ku^2/2$ and $V=gu$ with $g\neq0$, then $c=K/(2g^2)$. The next definition is $W$.

```lean
/-- The coupling `d / sinh (2c)` for half band width `d` and stiffness `c`. At `c = 0` Lean's
division by zero makes it `0`. -/
def optimalCoupling (d c : ℝ) : ℝ := d / Real.sinh (2 * c)
```

## Levels and exact energy

A real `E` makes the secular determinant vanish exactly when it is one of the two levels. The proof reduces the determinant to a difference of squares.

```lean
/-- The levels of the coupled pair are `√(x² + V²)` and `-√(x² + V²)`. -/
theorem pair_levels (x V E : ℝ) :
    (pairHamiltonian x V - E • (1 : Matrix (Fin 2) (Fin 2) ℝ)).det = 0 ↔
      E = √(x ^ 2 + V ^ 2) ∨ E = -√(x ^ 2 + V ^ 2) := by
  have hs : √(x ^ 2 + V ^ 2) ^ 2 = x ^ 2 + V ^ 2 := Real.sq_sqrt (by positivity)
  have hd : (pairHamiltonian x V - E • (1 : Matrix (Fin 2) (Fin 2) ℝ)).det
      = E ^ 2 - √(x ^ 2 + V ^ 2) ^ 2 := by
    rw [hs]
    simp [pairHamiltonian, Matrix.det_fin_two]
    ring
  rw [hd, sub_eq_zero, sq_eq_sq_iff_eq_or_eq_neg]
```

The next two lemmas are the derivatives of $s$ and $\ln(x+s)$.

```lean
/-- Slope of the gapped dispersion `√(x² + V²)` for `V > 0`. -/
theorem hasDerivAt_level {V : ℝ} (hV : 0 < V) (x : ℝ) :
    HasDerivAt (fun y : ℝ => √(y ^ 2 + V ^ 2)) (x / √(x ^ 2 + V ^ 2)) x := by
  have h : HasDerivAt (fun y : ℝ => y ^ 2 + V ^ 2) (2 * x) x := by
    simpa using (hasDerivAt_pow 2 x).add_const (V ^ 2)
  have hne : x ^ 2 + V ^ 2 ≠ 0 := by positivity
  exact (h.sqrt hne).congr_deriv (mul_div_mul_left _ _ two_ne_zero)

/-- For `V > 0` and `x ≥ 0`, the logarithm of `x + √(x² + V²)` has derivative
`1 / √(x² + V²)`. -/
theorem hasDerivAt_log_level {V x : ℝ} (hV : 0 < V) (hx : 0 ≤ x) :
    HasDerivAt (fun y : ℝ => Real.log (y + √(y ^ 2 + V ^ 2))) (1 / √(x ^ 2 + V ^ 2)) x := by
  have hS : 0 < √(x ^ 2 + V ^ 2) := Real.sqrt_pos.2 (by positivity)
  have hne : x + √(x ^ 2 + V ^ 2) ≠ 0 := by positivity
  have hi := mul_inv_cancel₀ hS.ne'
  refine (((hasDerivAt_id' x).fun_add (hasDerivAt_level hV x)).log hne).congr_deriv ?_
  rw [div_eq_iff hne]
  linear_combination (-1 : ℝ) * hi
```

In the exact formula, `hF` verifies the antiderivative and `hq` is the identity for $d(S-d)$. The fundamental theorem of calculus joins them.

```lean
/-- Exact change of the electronic energy under the distortion, for `d > 0` and `V > 0`. -/
theorem bandEnergy_eq {d V : ℝ} (hd : 0 < d) (hV : 0 < V) :
    bandEnergy d V = -(V ^ 2 / 2) * (Real.log ((d + √(d ^ 2 + V ^ 2)) / V)
      + d / (d + √(d ^ 2 + V ^ 2))) := by
  -- an antiderivative of the integrand
  have hF : ∀ x ∈ uIcc 0 d, HasDerivAt (fun y : ℝ => (y ^ 2 - y * √(y ^ 2 + V ^ 2)
      - V ^ 2 * Real.log (y + √(y ^ 2 + V ^ 2))) / 2) (x - √(x ^ 2 + V ^ 2)) x := by
    intro x hx
    rw [uIcc_of_le hd.le] at hx
    have hS : 0 < √(x ^ 2 + V ^ 2) := Real.sqrt_pos.2 (by positivity)
    have hs : √(x ^ 2 + V ^ 2) ^ 2 = x ^ 2 + V ^ 2 := Real.sq_sqrt (by positivity)
    have hi := mul_inv_cancel₀ hS.ne'
    have h2 : HasDerivAt (fun y : ℝ => y ^ 2) (2 * x) x := by
      simpa using hasDerivAt_pow 2 x
    refine (((h2.fun_sub ((hasDerivAt_id' x).fun_mul (hasDerivAt_level hV x))).fun_sub
      ((hasDerivAt_log_level hV hx.1).const_mul (V ^ 2))).div_const 2).congr_deriv ?_
    linear_combination (√(x ^ 2 + V ^ 2))⁻¹ / 2 * hs - √(x ^ 2 + V ^ 2) / 2 * hi
  have hint : IntervalIntegrable (fun x : ℝ => x - √(x ^ 2 + V ^ 2))
      MeasureTheory.volume 0 d :=
    Continuous.intervalIntegrable (by fun_prop) _ _
  have h0 : √((0 : ℝ) ^ 2 + V ^ 2) = V := by
    rw [zero_pow two_ne_zero, zero_add, Real.sqrt_sq hV.le]
  have hp : d + √(d ^ 2 + V ^ 2) ≠ 0 := by positivity
  have hs : √(d ^ 2 + V ^ 2) ^ 2 = d ^ 2 + V ^ 2 := Real.sq_sqrt (by positivity)
  -- the algebraic part, written without cancellation
  have hq : V ^ 2 * (d / (d + √(d ^ 2 + V ^ 2))) = d * (√(d ^ 2 + V ^ 2) - d) := by
    rw [← mul_div_assoc, div_eq_iff hp]
    linear_combination (-d) * hs
  rw [bandEnergy, intervalIntegral.integral_eq_sub_of_hasDerivAt hF hint, h0,
    Real.log_div hp hV.ne', zero_add]
  linear_combination (1 / 2 : ℝ) * hq
```

## The logarithmic law and the unstable window

The filter `𝓝[>] 0` means that $V$ approaches zero through positive values. `hN` gives the bounded bracket and `hL` the limit $1/\ln V\to0$. The ratio is rewritten only for $0<V<1$, where $\ln V\neq0$.

```lean
/-- Logarithmic law: for `d > 0` the change of the electronic energy divided by `V² ln V` tends to
`1/2` as `V` tends to zero from above. -/
theorem bandEnergy_log_law {d : ℝ} (hd : 0 < d) :
    Tendsto (fun V => bandEnergy d V / (V ^ 2 * Real.log V)) (𝓝[>] 0) (𝓝 (1 / 2)) := by
  have hS : ContinuousAt (fun V : ℝ => d + √(d ^ 2 + V ^ 2)) 0 := by fun_prop
  have h0 : d + √(d ^ 2 + (0 : ℝ) ^ 2) ≠ 0 := by positivity
  -- the correction to the logarithm stays bounded
  have hN : ContinuousAt (fun V : ℝ => (d / (d + √(d ^ 2 + V ^ 2))
      + Real.log (d + √(d ^ 2 + V ^ 2))) / 2) 0 :=
    ((continuousAt_const.div hS h0).add (hS.log h0)).div_const 2
  have hL : Tendsto (fun V : ℝ => (Real.log V)⁻¹) (𝓝[>] 0) (𝓝 0) :=
    tendsto_inv_atBot_zero.comp Real.tendsto_log_nhdsGT_zero
  have h := (tendsto_const_nhds (x := (1 / 2 : ℝ))).sub
    ((hN.tendsto.mono_left nhdsWithin_le_nhds).mul hL)
  rw [mul_zero, sub_zero] at h
  refine h.congr' ?_
  filter_upwards [Ioo_mem_nhdsGT (zero_lt_one' ℝ)] with V hV
  have hl : Real.log V ≠ 0 := (Real.log_neg hV.1 hV.2).ne
  have hi := mul_inv_cancel₀ hl
  have hp : d + √(d ^ 2 + V ^ 2) ≠ 0 := by positivity
  symm
  rw [div_eq_iff (mul_ne_zero (pow_ne_zero 2 hV.1.ne') hl), bandEnergy_eq hd hV.1,
    Real.log_div hp hV.1.ne']
  linear_combination V ^ 2 / 2 * (d / (d + √(d ^ 2 + V ^ 2))
    + Real.log (d + √(d ^ 2 + V ^ 2))) * hi
```

The instability theorem accepts every real `c` and names the window explicitly. `hL` is the bound of the logarithm by $2c$, and the final `nlinarith` combines it with the positive term $d/(d+S)$.

```lean
/-- Lattice instability: for `d > 0` and any stiffness `c`, every coupling with
`0 < V ≤ 2d exp(-2c)` makes the electronic plus elastic energy, measured from the undistorted
lattice, negative. -/
theorem lattice_instability {d V : ℝ} (hd : 0 < d) (c : ℝ) (hV : 0 < V)
    (h : V ≤ 2 * d * Real.exp (-(2 * c))) : bandEnergy d V + c * V ^ 2 < 0 := by
  have hS : d ≤ √(d ^ 2 + V ^ 2) := (Real.le_sqrt' hd).2 (by nlinarith [sq_nonneg V])
  have hp : 0 < d + √(d ^ 2 + V ^ 2) := by positivity
  have he : Real.exp (2 * c) * Real.exp (-(2 * c)) = 1 := by
    rw [← Real.exp_add, add_neg_cancel, Real.exp_zero]
  -- in this window the logarithm is at least twice the stiffness
  have hL : 2 * c ≤ Real.log ((d + √(d ^ 2 + V ^ 2)) / V) := by
    rw [Real.le_log_iff_exp_le (div_pos hp hV), le_div_iff₀ hV]
    have h1 := mul_le_mul_of_nonneg_left h (Real.exp_pos (2 * c)).le
    have h2 : Real.exp (2 * c) * (2 * d * Real.exp (-(2 * c))) = 2 * d := by
      linear_combination 2 * d * he
    linarith
  have hq := div_pos hd hp
  rw [bandEnergy_eq hd hV]
  nlinarith [mul_nonneg (sq_nonneg V) (sub_nonneg.2 hL), mul_pos (pow_pos hV 2) hq]
```

## The optimal distortion

The first lemma proves $W>0$ and $d+\sqrt{d^2+W^2}=We^{2c}$, using $\cosh^2=1+\sinh^2$.

```lean
/-- For `d > 0` and `c > 0`, the coupling `W = d / sinh (2c)` is positive and satisfies
`d + √(d² + W²) = W exp(2c)`. -/
theorem optimalCoupling_spec {d c : ℝ} (hd : 0 < d) (hc : 0 < c) :
    0 < optimalCoupling d c ∧ d + √(d ^ 2 + optimalCoupling d c ^ 2)
      = optimalCoupling d c * Real.exp (2 * c) := by
  have hs : 0 < Real.sinh (2 * c) := Real.sinh_pos_iff.2 (by positivity)
  have hW : 0 < optimalCoupling d c := div_pos hd hs
  have hdW : optimalCoupling d c * Real.sinh (2 * c) = d := div_mul_cancel₀ d hs.ne'
  refine ⟨hW, ?_⟩
  generalize optimalCoupling d c = W at *
  have h : d ^ 2 + W ^ 2 = (W * Real.cosh (2 * c)) ^ 2 := by
    rw [← hdW, mul_pow W (Real.cosh (2 * c)), Real.cosh_sq]
    ring
  rw [h, Real.sqrt_sq (mul_pos hW (Real.cosh_pos _)).le, ← Real.sinh_add_cosh]
  linear_combination -hdW
```

The gap equation follows from the derivative of the logarithm.

```lean
/-- Gap equation: for `d > 0` and `c > 0`, the integral of `1 / √(x² + W²)` from `0` to `d` equals
`2c` at `W = d / sinh (2c)`. -/
theorem gap_equation {d c : ℝ} (hd : 0 < d) (hc : 0 < c) :
    ∫ x in (0 : ℝ)..d, 1 / √(x ^ 2 + optimalCoupling d c ^ 2) = 2 * c := by
  obtain ⟨hW, hsum⟩ := optimalCoupling_spec hd hc
  generalize optimalCoupling d c = W at *
  have hcont : Continuous (fun x : ℝ => 1 / √(x ^ 2 + W ^ 2)) :=
    continuous_const.div (by fun_prop) (fun x => (Real.sqrt_pos.2 (by positivity)).ne')
  rw [intervalIntegral.integral_eq_sub_of_hasDerivAt
    (fun x hx => hasDerivAt_log_level hW (by rw [uIcc_of_le hd.le] at hx; exact hx.1))
    (hcont.intervalIntegrable _ _), hsum, zero_pow two_ne_zero, zero_add, zero_add,
    Real.sqrt_sq hW.le, Real.log_mul hW.ne' (Real.exp_pos _).ne', Real.log_exp]
  ring
```

In the minimisation, `aux` is the tangent inequality, `hmono` integrates it, and `hgap` replaces the integral by $2c$. The theorem compares $W$ with every real $V$ but does not state uniqueness; indeed $-W$ has the same energy.

```lean
/-- For `d > 0` and `c > 0`, the coupling `d / sinh (2c)` minimises the electronic plus
elastic energy over all real couplings `V`. -/
theorem optimalCoupling_minimises {d c : ℝ} (hd : 0 < d) (hc : 0 < c) (V : ℝ) :
    bandEnergy d (optimalCoupling d c) + c * optimalCoupling d c ^ 2
      ≤ bandEnergy d V + c * V ^ 2 := by
  have hgap := gap_equation hd hc
  have hW := (optimalCoupling_spec hd hc).1
  generalize optimalCoupling d c = W at *
  -- the square root lies below its tangent
  have aux : ∀ a b : ℝ, 0 < a → 0 ≤ a - b + (b ^ 2 - a ^ 2) / 2 * (1 / a) := by
    intro a b ha
    have h : a - b + (b ^ 2 - a ^ 2) / 2 * (1 / a) = (b - a) ^ 2 / (2 * a) := by
      field_simp
      ring
    rw [h]
    positivity
  have hcont : Continuous (fun x : ℝ => 1 / √(x ^ 2 + W ^ 2)) :=
    continuous_const.div (by fun_prop) (fun x => (Real.sqrt_pos.2 (by positivity)).ne')
  have hE : ∀ U : ℝ, IntervalIntegrable (fun x : ℝ => x - √(x ^ 2 + U ^ 2))
      MeasureTheory.volume 0 d := fun U => Continuous.intervalIntegrable (by fun_prop) _ _
  have hG : IntervalIntegrable (fun x : ℝ => (V ^ 2 - W ^ 2) / 2 * (1 / √(x ^ 2 + W ^ 2)))
      MeasureTheory.volume 0 d := (continuous_const.mul hcont).intervalIntegrable _ _
  have hmono := intervalIntegral.integral_mono_on hd.le ((hE W).sub hG) (hE V) (by
    intro x _
    have h := aux (√(x ^ 2 + W ^ 2)) (√(x ^ 2 + V ^ 2)) (Real.sqrt_pos.2 (by positivity))
    rw [Real.sq_sqrt (by positivity), Real.sq_sqrt (by positivity),
      add_sub_add_left_eq_sub] at h
    linarith)
  rw [intervalIntegral.integral_sub (hE W) hG, intervalIntegral.integral_const_mul,
    hgap] at hmono
  unfold bandEnergy
  linarith
```

For the minimum value, `h4` is the identity $e^{4c}-1=2\sinh(2c)\,e^{2c}$.

```lean
/-- For `d > 0` and `c > 0`, the electronic plus elastic energy, measured from the undistorted
lattice, at the coupling `d / sinh (2c)` is `-d² / (exp(4c) - 1)`. -/
theorem optimal_energy {d c : ℝ} (hd : 0 < d) (hc : 0 < c) :
    bandEnergy d (optimalCoupling d c) + c * optimalCoupling d c ^ 2
      = -(d ^ 2 / (Real.exp (4 * c) - 1)) := by
  obtain ⟨hW, hsum⟩ := optimalCoupling_spec hd hc
  have hs : 0 < Real.sinh (2 * c) := Real.sinh_pos_iff.2 (by positivity)
  have hdW : optimalCoupling d c * Real.sinh (2 * c) = d := div_mul_cancel₀ d hs.ne'
  rw [bandEnergy_eq hd hW, hsum, mul_div_cancel_left₀ _ hW.ne', Real.log_exp]
  generalize optimalCoupling d c = W at *
  have he : Real.exp (2 * c) * Real.exp (-(2 * c)) = 1 := by
    rw [← Real.exp_add, add_neg_cancel, Real.exp_zero]
  have h4 : Real.exp (4 * c) - 1 = 2 * Real.sinh (2 * c) * Real.exp (2 * c) := by
    have h : Real.exp (4 * c) = Real.exp (2 * c) * Real.exp (2 * c) := by
      rw [← Real.exp_add]
      ring_nf
    rw [h, Real.sinh_eq]
    linear_combination he
  have hx := Real.exp_pos (2 * c)
  rw [h4, ← hdW]
  generalize Real.sinh (2 * c) = s at *
  generalize Real.exp (2 * c) = E at *
  field_simp
  ring

end

end NestedMetal
```

```lean
#print axioms NestedMetal.bandEnergy_log_law
-- 'NestedMetal.bandEnergy_log_law' depends on axioms: [propext, Classical.choice, Quot.sound]
#print axioms NestedMetal.lattice_instability
-- 'NestedMetal.lattice_instability' depends on axioms: [propext, Classical.choice, Quot.sound]
#print axioms NestedMetal.optimalCoupling_minimises
-- 'NestedMetal.optimalCoupling_minimises' depends on axioms: [propext, Classical.choice, Quot.sound]
#print axioms NestedMetal.optimal_energy
-- 'NestedMetal.optimal_energy' depends on axioms: [propext, Classical.choice, Quot.sound]
```
